# The least Kohn–Luttinger donor energy at fixed envelope shape

For an electron bound to a shallow donor in an ellipsoidal conduction valley, the energy of a trial envelope is taken here as an explicit function of its two radii, with the Coulomb part an integral over a polar cosine. At a fixed ratio of the radii, this function has a minimum that can be written down.

```lean
import Mathlib

open MeasureTheory

namespace KohnLuttingerDonor

noncomputable section

/-- Mean inverse distance from the donor for an ellipsoidal envelope with transverse radius `a`
and longitudinal radius `b`, as an integral over the polar cosine; the domain is `a, b > 0`. -/
def coulombIntegral (a b : ℝ) : ℝ :=
  ∫ x in (0 : ℝ)..1, 1 / √(a ^ 2 * (1 - x ^ 2) + b ^ 2 * x ^ 2)

/-- Kinetic energy of the ellipsoidal envelope in effective Rydbergs, with `γ` the ratio of
transverse to longitudinal mass; the domain is `a, b > 0`. -/
def kineticEnergy (γ a b : ℝ) : ℝ := (2 / a ^ 2 + γ / b ^ 2) / 3

/-- Kohn-Luttinger energy of the ellipsoidal envelope: kinetic energy plus the attraction to
the donor ion; the domain is `a, b > 0`. -/
def energy (γ a b : ℝ) : ℝ := kineticEnergy γ a b - 2 * coulombIntegral a b

/-- The transverse radius `(2 + γ/h²) / (3 I(1,h))` for an envelope of shape `h = b/a`;
the domain is `γ, h > 0`. -/
def optimalRadius (γ h : ℝ) : ℝ := (2 + γ / h ^ 2) / (3 * coulombIntegral 1 h)

/-- For positive radii the squared distance in the Coulomb integral is positive at every
polar cosine in `[0,1]`. -/
theorem radicand_pos {a b x : ℝ} (ha : 0 < a) (hb : 0 < b) (hx : x ∈ Set.uIcc (0 : ℝ) 1) :
    0 < a ^ 2 * (1 - x ^ 2) + b ^ 2 * x ^ 2 := by
  rw [Set.uIcc_of_le zero_le_one] at hx
  obtain ⟨h0, h1⟩ := hx
  rcases h0.eq_or_lt with h | h
  · rw [← h]
    norm_num
    positivity
  · have h2 : 0 ≤ 1 - x ^ 2 := by nlinarith
    have h3 : 0 ≤ a ^ 2 * (1 - x ^ 2) := mul_nonneg (sq_nonneg a) h2
    have h4 : 0 < b ^ 2 * x ^ 2 := by positivity
    linarith

/-- For positive radii the integrand of the Coulomb integral is integrable. -/
theorem integrand_integrable {a b : ℝ} (ha : 0 < a) (hb : 0 < b) :
    IntervalIntegrable (fun x : ℝ => 1 / √(a ^ 2 * (1 - x ^ 2) + b ^ 2 * x ^ 2))
      volume 0 1 := by
  apply ContinuousOn.intervalIntegrable
  have hc : Continuous (fun x : ℝ => √(a ^ 2 * (1 - x ^ 2) + b ^ 2 * x ^ 2)) := by fun_prop
  exact continuousOn_const.div hc.continuousOn
    (fun x hx => (Real.sqrt_pos.2 (radicand_pos ha hb hx)).ne')

/-- For an oblate envelope, `a > b > 0`, the Coulomb integral is `arcsin(c/a)/c` with
`c = √(a² - b²)`. -/
theorem coulombIntegral_oblate {a b : ℝ} (hb : 0 < b) (hab : b < a) :
    coulombIntegral a b = Real.arcsin (√(a ^ 2 - b ^ 2) / a) / √(a ^ 2 - b ^ 2) := by
  have ha : 0 < a := hb.trans hab
  have hd : 0 < a ^ 2 - b ^ 2 := by nlinarith
  have hc : 0 < √(a ^ 2 - b ^ 2) := Real.sqrt_pos.2 hd
  have hc2 : √(a ^ 2 - b ^ 2) ^ 2 = a ^ 2 - b ^ 2 := Real.sq_sqrt hd.le
  generalize √(a ^ 2 - b ^ 2) = c at hc hc2 ⊢
  -- the antiderivative is arcsin(c x / a) / c
  have hderiv : ∀ x ∈ Set.uIcc (0 : ℝ) 1, HasDerivAt (fun t => Real.arcsin (c / a * t) / c)
      (1 / √(a ^ 2 * (1 - x ^ 2) + b ^ 2 * x ^ 2)) x := by
    intro x hx
    have hR : a ^ 2 * (1 - x ^ 2) + b ^ 2 * x ^ 2 = a ^ 2 * (1 - (c / a * x) ^ 2) := by
      have h : a ^ 2 * (c / a * x) ^ 2 = c ^ 2 * x ^ 2 := by field_simp
      linear_combination h + x ^ 2 * hc2
    have hp := radicand_pos ha hb hx
    rw [hR] at hp
    have hy : 0 < 1 - (c / a * x) ^ 2 := (mul_pos_iff_of_pos_left (by positivity)).1 hp
    have hm : c / a * x ≠ -1 := by
      intro h
      rw [h] at hy
      norm_num at hy
    have hq : c / a * x ≠ 1 := by
      intro h
      rw [h] at hy
      norm_num at hy
    have h1 : HasDerivAt (fun t : ℝ => c / a * t) (c / a) x := by
      simpa using (hasDerivAt_id x).const_mul (c / a)
    have h2 : HasDerivAt (fun t => Real.arcsin (c / a * t) / c)
        (1 / √(1 - (c / a * x) ^ 2) * (c / a) / c) x :=
      ((Real.hasDerivAt_arcsin hm hq).comp x h1).div_const c
    refine h2.congr_deriv ?_
    rw [hR, Real.sqrt_mul (sq_nonneg a), Real.sqrt_sq ha.le]
    have hs := Real.sqrt_pos.2 hy
    generalize √(1 - (c / a * x) ^ 2) = s at hs ⊢
    field_simp
  have key := intervalIntegral.integral_eq_sub_of_hasDerivAt hderiv (integrand_integrable ha hb)
  rw [coulombIntegral, key]
  simp

/-- The Coulomb integral is positive for positive radii. -/
theorem coulombIntegral_pos {a b : ℝ} (ha : 0 < a) (hb : 0 < b) : 0 < coulombIntegral a b := by
  refine intervalIntegral.intervalIntegral_pos_of_pos_on (integrand_integrable ha hb) ?_ one_pos
  intro x hx
  have hx' : x ∈ Set.uIcc (0 : ℝ) 1 := by
    rw [Set.uIcc_of_le zero_le_one]
    exact ⟨hx.1.le, hx.2.le⟩
  exact one_div_pos.2 (Real.sqrt_pos.2 (radicand_pos ha hb hx'))

/-- At fixed shape `h = b/a` the Coulomb integral falls off as the inverse of the radius
`a > 0`. -/
theorem coulombIntegral_scaling {a : ℝ} (h : ℝ) (ha : 0 < a) :
    coulombIntegral a (h * a) = coulombIntegral 1 h / a := by
  unfold coulombIntegral
  rw [← intervalIntegral.integral_div]
  refine intervalIntegral.integral_congr fun x _ => ?_
  have hR : a ^ 2 * (1 - x ^ 2) + (h * a) ^ 2 * x ^ 2
      = a ^ 2 * (1 ^ 2 * (1 - x ^ 2) + h ^ 2 * x ^ 2) := by ring
  rw [hR, Real.sqrt_mul (sq_nonneg a), Real.sqrt_sq ha.le]
  generalize √(1 ^ 2 * (1 - x ^ 2) + h ^ 2 * x ^ 2) = s
  rw [div_div, mul_comm s a]

/-- For `γ, h, a > 0` the energy at fixed shape `h` is a constant plus a positive multiple of
the squared deviation of `1/a` from the inverse optimal radius. -/
theorem energy_eq_square {γ h a : ℝ} (hγ : 0 < γ) (hh : 0 < h) (ha : 0 < a) :
    energy γ a (h * a) = -3 * coulombIntegral 1 h ^ 2 / (2 + γ / h ^ 2)
      + (2 + γ / h ^ 2) / 3 * (1 / a - 1 / optimalRadius γ h) ^ 2 := by
  have hJ := coulombIntegral_pos one_pos hh
  have hK : 0 < 2 + γ / h ^ 2 := by positivity
  have hT : (2 / a ^ 2 + γ / (h * a) ^ 2) / 3 = (2 + γ / h ^ 2) / (3 * a ^ 2) := by
    field_simp
  rw [energy, kineticEnergy, optimalRadius, coulombIntegral_scaling h ha, hT]
  generalize coulombIntegral 1 h = J at hJ ⊢
  generalize 2 + γ / h ^ 2 = K at hK ⊢
  field_simp
  ring

/-- For `γ > 0` and fixed shape `h = b/a > 0`, the least Kohn-Luttinger energy over all radii
`a > 0` is `-3 I(1,h)² / (2 + γ/h²)`, and it is reached at the optimal radius only. -/
theorem energy_minimum {γ h : ℝ} (hγ : 0 < γ) (hh : 0 < h) :
    IsLeast ((fun a => energy γ a (h * a)) '' Set.Ioi 0)
      (-3 * coulombIntegral 1 h ^ 2 / (2 + γ / h ^ 2)) ∧
    ∀ a, 0 < a → (energy γ a (h * a) = -3 * coulombIntegral 1 h ^ 2 / (2 + γ / h ^ 2) ↔
      a = optimalRadius γ h) := by
  have hJ := coulombIntegral_pos one_pos hh
  have hK : 0 < 2 + γ / h ^ 2 := by positivity
  have h0 : 0 < optimalRadius γ h := div_pos hK (by linarith)
  refine ⟨⟨⟨optimalRadius γ h, h0, ?_⟩, ?_⟩, ?_⟩
  · dsimp only
    rw [energy_eq_square hγ hh h0, sub_self]
    ring
  · rintro _ ⟨a, ha, rfl⟩
    dsimp only
    rw [energy_eq_square hγ hh ha]
    have hsq := mul_nonneg (div_pos hK three_pos).le
      (sq_nonneg (1 / a - 1 / optimalRadius γ h))
    linarith
  · intro a ha
    rw [energy_eq_square hγ hh ha]
    constructor
    · intro he
      -- the squared deviation must vanish
      have hz : (2 + γ / h ^ 2) / 3 * (1 / a - 1 / optimalRadius γ h) ^ 2 = 0 := by linarith
      have hs := (mul_eq_zero.1 hz).resolve_left (div_pos hK three_pos).ne'
      have hi : 1 / a = 1 / optimalRadius γ h := sub_eq_zero.1 (pow_eq_zero_iff two_ne_zero |>.1 hs)
      rw [one_div, one_div] at hi
      exact inv_injective hi
    · intro he
      rw [← he, sub_self]
      ring


/-- For `γ > 0` and an oblate shape `0 < h < 1`, the least energy over all radii `a > 0` is
`-3 arcsin²(√(1 - h²)) / ((1 - h²)(2 + γ/h²))`. -/
theorem energy_minimum_oblate {γ h : ℝ} (hγ : 0 < γ) (hh : 0 < h) (h1 : h < 1) :
    IsLeast ((fun a => energy γ a (h * a)) '' Set.Ioi 0)
      (-3 * Real.arcsin √(1 - h ^ 2) ^ 2 / ((1 - h ^ 2) * (2 + γ / h ^ 2))) := by
  have hd : 0 ≤ 1 - h ^ 2 := by nlinarith
  have hmin := (energy_minimum hγ hh).1
  rw [coulombIntegral_oblate hh h1, one_pow, div_one, div_pow, Real.sq_sqrt hd,
    mul_div_assoc', div_div] at hmin
  exact hmin

end

end KohnLuttingerDonor
```

```lean
#print axioms KohnLuttingerDonor.energy_minimum
-- 'KohnLuttingerDonor.energy_minimum' depends on axioms: [propext, Classical.choice, Quot.sound]
#print axioms KohnLuttingerDonor.energy_minimum_oblate
-- 'KohnLuttingerDonor.energy_minimum_oblate' depends on axioms: [propext, Classical.choice, Quot.sound]
```

## Two radii, one fixed ratio

Let $a$ be the transverse and $b$ the longitudinal radius of the envelope, and let $\gamma=m_t/m_l$ be the ratio of transverse to longitudinal mass. The definition `coulombIntegral a b` is

$$I(a,b)=\int_0^1\frac{dx}{\sqrt{a^2(1-x^2)+b^2x^2}},$$

a mean inverse distance from the ion, not the two-electron integral that quantum chemists call by that name. The definition `energy γ a b` is

$$E(a,b)=\tfrac13\left(\frac{2}{a^2}+\frac{\gamma}{b^2}\right)-2I(a,b).$$

`coulombIntegral_oblate` says that for $a>b>0$ we have $I=\arcsin(c/a)/c$ with $c=\sqrt{a^2-b^2}$.

`energy_minimum` fixes the shape $h=b/a>0$ (not Planck's constant) and takes $\gamma>0$. `IsLeast` says that $-3I(1,h)^2/(2+\gamma/h^2)$ is a lower bound on the energies at all $a>0$, the set `Set.Ioi 0`, and is one of them. The second part says that only $a=$ `optimalRadius γ h` reaches it. For $0<h<1$, `energy_minimum_oblate` inserts the arcsine.

## From the effective-mass Hamiltonian to the energy function

Let $Z$ run along the valley axis, let $r$ be the distance from the ion, and measure energies from the valley minimum. In effective Bohr radii and Rydbergs built with $m_t$ and the static dielectric constant of the host, the one-valley Hamiltonian is

$$H=-\partial_X^2-\partial_Y^2-\gamma\,\partial_Z^2-\frac2r .$$

The normalised envelope is $e^{-s}/\sqrt{\pi a^2b}$ with $s^2=(X^2+Y^2)/a^2+Z^2/b^2$. In the scaled coordinates $X/a,\,Y/a,\,Z/b$ it is a hydrogen 1s function, whose squared gradient integrates to 1, so each direction contributes $1/3$. This gives the kinetic term. With $x$ the polar cosine in these coordinates, $r=s\sqrt{a^2(1-x^2)+b^2x^2}$. Since $\langle1/s\rangle=1$ and the angular factor is even in $x$, $\langle1/r\rangle=I(a,b)$.

This passage from $H$ to $E$ is the step that Lean takes as a definition. Granting it, the minimum is a variational upper bound on the donor ground-state energy in the one-electron, single-valley model, with only the size of the envelope varied.

## An arcsine and a completed square

On $[0,1]$ both terms under the root are non-negative. At $x=0$ the first is $a^2$, and for $x>0$ the second is positive. The integrand is therefore continuous, integrable and positive, which gives `radicand_pos`, `integrand_integrable` and `coulombIntegral_pos`.

For $a>b$ the radicand is $a^2-c^2x^2=a^2\left(1-(cx/a)^2\right)$, and

$$\frac{d}{dx}\,\frac{\arcsin(cx/a)}{c}=\frac{1}{a\sqrt{1-(cx/a)^2}}=\frac1{\sqrt{a^2-c^2x^2}} .$$

Positivity of the radicand keeps $cx/a$ away from $\pm1$, where the arcsine has no derivative. The fundamental theorem of calculus gives the closed form, since the antiderivative vanishes at $0$.

Taking $a^2$ out of the root gives $I(a,ha)=I(1,h)/a$, which is `coulombIntegral_scaling`. Write $J=I(1,h)$ and $K=2+\gamma/h^2$. Then

$$E(a,ha)=\frac{K}{3a^2}-\frac{2J}{a}=\frac K3\left(\frac1a-\frac{3J}{K}\right)^2-\frac{3J^2}{K}.$$

This is `energy_eq_square`, checked by clearing denominators with `field_simp` and closing with `ring`. As $K>0$, the square term is non-negative and vanishes only at $a=K/(3J)$, which is positive because $J>0$. `energy_minimum` draws these conclusions in turn. For $h<1$, putting $J=\arcsin\sqrt{1-h^2}/\sqrt{1-h^2}$ gives the last theorem.

## A flattened envelope in numbers

Take $h=1/2$ and $\gamma=1/4$. Then $\sqrt{1-h^2}=\sqrt3/2$, so $J=(\pi/3)/(\sqrt3/2)\approx1.209$, and $K=3$. The minimum is $-J^2=-4\pi^2/27\approx-1.462$ effective Rydbergs, at $a=1/J\approx0.827$ and $b\approx0.413$. A spherical envelope, $h=1$, has $J=1$ and $K=9/4$, and reaches only $-4/3$.

## When the kinetic term vanishes

The hypothesis $\gamma>0$ serves to make $K$ positive, and $K\ge0$ would be too weak. A purely mathematical example shows this: with $h=1$ and $\gamma=-2$ we get $K=0$ and $E=-2/a$, which falls without bound as $a\to0$, so there is no least energy. No donor of the kind treated here has such a $\gamma$, since both effective masses are positive at the minimum of a conduction valley.
